# The weighted Luttinger–Tisza bound for classical unit spins

A: Take finitely many sites i, j, a unit vector S_i on each, real symmetric couplings J_ij and nonzero real weights b_i. Let λ be the least eigenvalue of the matrix A_ij = b_i J_ij b_j. Then

E = Σ_ij J_ij S_i·S_j ≥ λ Σ_i b_i⁻²

with equality exactly when Σ_j J_ij S_j = (λ/b_i²) S_i at every site. On the open three-site path with J = 1, the weights (√2, 1, √2) give the bound −4, and −4 is the minimum of E, in which each bond counts twice. A candidate ground state from a numerical minimisation is certified once its local fields are shown to have exactly this form for some weights, with λ the least eigenvalue of A for those same weights, within a finite, classical, isotropic bilinear model.

Q: Show me on paper first. Where do the weights enter?

A: Write S_i^a for component a of spin i, and form one site vector x^a per component, x^a_i = S_i^a / b_i. The weights cancel in the quadratic form of A:

Σ_a x^a·A x^a = Σ_a Σ_ij (S_i^a/b_i) b_i J_ij b_j (S_j^a/b_j) = Σ_ij J_ij S_i·S_j = E

The unit lengths fix the total norm:

Σ_a x^a·x^a = Σ_i (S_i·S_i)/b_i² = Σ_i b_i⁻²

Subtracting λ times the second line from the first, with λ also standing for λ times the identity matrix,

E − λ Σ_i b_i⁻² = Σ_a x^a·(A − λ) x^a

The matrix A − λ is symmetric, so it has an orthonormal eigenbasis u_k with eigenvalues ν_k. Each ν_k + λ is an eigenvalue of A, hence at least λ, so ν_k ≥ 0. For any x = Σ_k c_k u_k,

x·(A − λ)x = Σ_k ν_k c_k² ≥ 0

which gives the bound. The form vanishes only if ν_k c_k = 0 for every k, that is (A − λ)x = 0. Equality therefore requires (A − λ)x^a = 0 for each a, and

[(A − λ)x^a]_i = b_i Σ_j J_ij S_j^a − λ S_i^a/b_i = b_i ( Σ_j J_ij S_j^a − (λ/b_i²) S_i^a )

Since b_i ≠ 0, this vanishes for all a and i exactly when the local-field condition holds.

Q: Fine. I doubt that the Lean objects are spins and energies at all.

A: Sites are a finite type `n` and spin components a finite type `d`. One component gives Ising spins ±1, two give planar spins, three give Heisenberg spins.

```lean
import Mathlib

open Matrix

namespace WeightedLuttingerTisza

noncomputable section

variable {n d : Type*} [Fintype n] [DecidableEq n] [Fintype d]
```

A configuration `S : n → d → ℝ` has `S i a` for S_i^a, and `⬝ᵥ` is the Euclidean dot product.

```lean
/-- Classical exchange energy `∑ᵢⱼ Jᵢⱼ Sᵢ·Sⱼ` of a spin configuration. -/
def energy (J : Matrix n n ℝ) (S : n → d → ℝ) : ℝ :=
  ∑ i, ∑ j, J i j * (S i ⬝ᵥ S j)

/-- Every spin has unit length. -/
def IsUnitSpins (S : n → d → ℝ) : Prop :=
  ∀ i, S i ⬝ᵥ S i = 1

/-- The energies of all configurations of unit spins with components labelled by `d`. -/
def unitEnergies (J : Matrix n n ℝ) (d : Type*) [Fintype d] : Set ℝ :=
  {E | ∃ S : n → d → ℝ, IsUnitSpins S ∧ energy J S = E}
```

Q: That double sum runs over ordered pairs. My Hamiltonian counts each bond once.

A: Here each bond counts twice, so your energy for couplings with zero diagonal is E/2, and the path minimum in your convention is −2. The sign is such that J_ij > 0 favours antiparallel spins. Diagonal entries are allowed; on unit spins J_ii adds a constant to E, while it changes A and can change λ. `unitEnergies J d` is the set of all values of E over unit configurations, so a least element of it is a minimum that some configuration reaches. The next definitions are A, x^a and the spectrum.

```lean
/-- The weighted coupling matrix `bᵢ Jᵢⱼ bⱼ`. -/
def weighted (J : Matrix n n ℝ) (b : n → ℝ) : Matrix n n ℝ :=
  Matrix.of fun i j => b i * J i j * b j

/-- The site vector `Sᵢᵃ / bᵢ` of the spin component `a`. -/
def rescaled (S : n → d → ℝ) (b : n → ℝ) (a : d) : n → ℝ :=
  fun i => S i a / b i

/-- The set of real eigenvalues of a real matrix: the real `μ` with `A v = μ v` for some nonzero real vector `v`. -/
def eigenvalueSet (A : Matrix n n ℝ) : Set ℝ :=
  {μ | ∃ v : n → ℝ, v ≠ 0 ∧ A *ᵥ v = μ • v}
```

Q: An eigenvalue set defined through real vectors only, and λ handed in as a hypothesis. Is that the least eigenvalue I know?

A: For a real symmetric matrix all eigenvalues are real with real eigenvectors, so `eigenvalueSet` holds the whole spectrum, without multiplicities. The hypothesis `IsLeast (eigenvalueSet (weighted J b)) lam` says that λ is an eigenvalue of A and lies at or below every other. Its existence is assumed in the general theorems and established only for the path. With no sites there is no nonzero vector and the hypothesis is never met; with one site, λ = b_0² J_00 and both sides of the bound equal J_00.

Q: Then the positivity step.

A: `shift_mulVec` is (A − λ)v = Av − λv. `shift_posSemidef` first shows that A − λ is symmetric, then reduces positive semidefiniteness to nonnegative eigenvalues. For each k, `hne` says that u_k is nonzero, `hv` turns (A − λ)u_k = ν_k u_k into A u_k = (ν_k + λ)u_k, and `hle` is λ ≤ ν_k + λ. `weighted_isSymm` supplies the symmetry of A from that of J.

```lean
/-- The shifted matrix acts as `(A - lam) v = A v - lam v`. -/
theorem shift_mulVec (A : Matrix n n ℝ) (lam : ℝ) (v : n → ℝ) :
    (A - lam • (1 : Matrix n n ℝ)) *ᵥ v = A *ᵥ v - lam • v := by
  rw [Matrix.sub_mulVec, Matrix.smul_mulVec, Matrix.one_mulVec]

/-- If `lam` lies at or below every eigenvalue of a real symmetric matrix `A`, then `A - lam` is
positive semidefinite. -/
theorem shift_posSemidef {A : Matrix n n ℝ} (hA : A.IsSymm) {lam : ℝ}
    (h : lam ∈ lowerBounds (eigenvalueSet A)) :
    (A - lam • (1 : Matrix n n ℝ)).PosSemidef := by
  have hH : (A - lam • (1 : Matrix n n ℝ)).IsHermitian := by
    show (A - lam • (1 : Matrix n n ℝ))ᴴ = A - lam • (1 : Matrix n n ℝ)
    rw [conjTranspose_eq_transpose_of_trivial, transpose_sub, transpose_smul, transpose_one,
      hA.eq]
  rw [hH.posSemidef_iff_eigenvalues_nonneg]
  intro k
  -- an eigenvalue `μ` of `A - lam` gives the eigenvalue `μ + lam` of `A`
  have hne : (hH.eigenvectorBasis k).ofLp ≠ 0 := fun h0 =>
    hH.eigenvectorBasis.orthonormal.ne_zero k (by ext i; exact congrFun h0 i)
  have hv := hH.mulVec_eigenvectorBasis k
  rw [shift_mulVec] at hv
  have hle : lam ≤ hH.eigenvalues k + lam :=
    h ⟨_, hne, by rw [add_smul]; exact eq_add_of_sub_eq hv⟩
  show 0 ≤ hH.eigenvalues k
  linarith

omit [Fintype n] [DecidableEq n] in
/-- The weighted matrix of symmetric couplings is symmetric. -/
theorem weighted_isSymm {J : Matrix n n ℝ} (hJ : J.IsSymm) (b : n → ℝ) :
    (weighted J b).IsSymm :=
  Matrix.IsSymm.ext fun i j => by
    simp only [weighted, of_apply, hJ.apply i j]
    ring
```

`energy_sub_eq` is the subtraction identity. Its `h1` is the line in which the weights cancel, done by exchanging the sums and clearing b_i and b_j with `field_simp`; `h2` is the total norm, and is the only place where the unit lengths are used. Symmetry of J plays no part in this lemma.

```lean
/-- For unit spins and nonzero weights, the energy minus `lam ∑ bᵢ⁻²` is the sum over spin
components of the quadratic form of the shifted weighted matrix on the rescaled vectors. -/
theorem energy_sub_eq (J : Matrix n n ℝ) {b : n → ℝ} (hb : ∀ i, b i ≠ 0) (lam : ℝ)
    {S : n → d → ℝ} (hS : IsUnitSpins S) :
    energy J S - lam * ∑ i, (b i ^ 2)⁻¹ =
      ∑ a, rescaled S b a ⬝ᵥ (weighted J b - lam • (1 : Matrix n n ℝ)) *ᵥ rescaled S b a := by
  have h1 : ∑ a, rescaled S b a ⬝ᵥ weighted J b *ᵥ rescaled S b a = energy J S := by
    simp only [energy, Matrix.mulVec, dotProduct, weighted, of_apply, rescaled, Finset.mul_sum]
    rw [Finset.sum_comm]
    refine Finset.sum_congr rfl fun i _ => ?_
    rw [Finset.sum_comm]
    refine Finset.sum_congr rfl fun j _ => Finset.sum_congr rfl fun a _ => ?_
    have hi := hb i
    have hj := hb j
    field_simp
  -- the unit-length constraints fix the total norm of the rescaled vectors
  have h2 : ∑ a, rescaled S b a ⬝ᵥ rescaled S b a = ∑ i, (b i ^ 2)⁻¹ := by
    simp only [dotProduct, rescaled]
    rw [Finset.sum_comm]
    refine Finset.sum_congr rfl fun i _ => ?_
    have hi : ∑ a, S i a * S i a = 1 := hS i
    calc ∑ a, S i a / b i * (S i a / b i) = (∑ a, S i a * S i a) * (b i ^ 2)⁻¹ := by
          rw [Finset.sum_mul]
          exact Finset.sum_congr rfl fun a _ => by ring
      _ = (b i ^ 2)⁻¹ := by rw [hi, one_mul]
  simp only [shift_mulVec, dotProduct_sub, dotProduct_smul, smul_eq_mul, Finset.sum_sub_distrib,
    ← Finset.mul_sum]
  rw [h1, h2]
```

`weighted_bound` reads: for symmetric J (`hJ`), nonzero weights (`hb`), λ the least eigenvalue of A (`hlam`) and unit spins (`hS`), λ Σ_i b_i⁻² ≤ E. Positive weights are a special case of `hb`. The proof rewrites the difference by the identity and bounds each term of the sum over a below by zero. It uses only `hlam.2`, the lower-bound half of the hypothesis.

```lean
/-- Weighted Luttinger-Tisza bound: for symmetric couplings, nonzero weights and unit spins the
energy is at least `lam ∑ bᵢ⁻²`, with `lam` the least eigenvalue of `bᵢ Jᵢⱼ bⱼ`. -/
theorem weighted_bound {J : Matrix n n ℝ} (hJ : J.IsSymm) {b : n → ℝ} (hb : ∀ i, b i ≠ 0)
    {lam : ℝ} (hlam : IsLeast (eigenvalueSet (weighted J b)) lam)
    {S : n → d → ℝ} (hS : IsUnitSpins S) :
    lam * ∑ i, (b i ^ 2)⁻¹ ≤ energy J S := by
  have hP := shift_posSemidef (weighted_isSymm hJ b) hlam.2
  rw [← sub_nonneg, energy_sub_eq J hb lam hS]
  refine Finset.sum_nonneg fun a _ => ?_
  simpa only [star_trivial] using hP.dotProduct_mulVec_nonneg (rescaled S b a)
```

Q: The energy depends only on the symmetric part of J. Why demand `hJ`?

A: Because the eigenvalues depend on the rest. Take two sites, b = (1, 1), J_01 = 1 and all other entries zero. The only eigenvalue is 0, so the claimed bound would be E ≥ 0, yet antiparallel spins have E = S_0·S_1 = −1. Symmetrising to J_01 = J_10 = 1/2 leaves E unchanged and moves λ to −1/2, so the bound becomes −1, as it should.

Q: And the equality case is really both directions?

A: Yes, under the same four hypotheses. `hnn` is x·(A − λ)x ≥ 0, `hz` is the statement that the form vanishes exactly on the kernel, and `key` is the last displayed equation above. A sum of nonnegative terms is zero exactly when each term is. Forwards, `hz` gives (A − λ)x^a = 0 and `hb i` removes the factor b_i; backwards, the field condition makes the bracket in `key` vanish.

```lean
/-- A unit-spin configuration reaches the weighted bound exactly when the local field at every
site is `∑ⱼ Jᵢⱼ Sⱼ = (lam / bᵢ²) Sᵢ`. -/
theorem weighted_bound_eq_iff {J : Matrix n n ℝ} (hJ : J.IsSymm) {b : n → ℝ}
    (hb : ∀ i, b i ≠ 0) {lam : ℝ} (hlam : IsLeast (eigenvalueSet (weighted J b)) lam)
    {S : n → d → ℝ} (hS : IsUnitSpins S) :
    energy J S = lam * ∑ i, (b i ^ 2)⁻¹ ↔
      ∀ i, ∑ j, J i j • S j = (lam / b i ^ 2) • S i := by
  have hP := shift_posSemidef (weighted_isSymm hJ b) hlam.2
  have hnn : ∀ x : n → ℝ, 0 ≤ x ⬝ᵥ (weighted J b - lam • (1 : Matrix n n ℝ)) *ᵥ x :=
    fun x => by simpa only [star_trivial] using hP.dotProduct_mulVec_nonneg x
  have hz : ∀ x : n → ℝ, x ⬝ᵥ (weighted J b - lam • (1 : Matrix n n ℝ)) *ᵥ x = 0 ↔
      (weighted J b - lam • (1 : Matrix n n ℝ)) *ᵥ x = 0 :=
    fun x => by simpa only [star_trivial] using hP.dotProduct_mulVec_zero_iff x
  -- the eigenvector residual is `bᵢ` times the local-field residual
  have key : ∀ a i, ((weighted J b - lam • (1 : Matrix n n ℝ)) *ᵥ rescaled S b a) i =
      b i * ((∑ j, J i j * S j a) - lam / b i ^ 2 * S i a) := by
    intro a i
    rw [shift_mulVec]
    simp only [Pi.sub_apply, Pi.smul_apply, smul_eq_mul, Matrix.mulVec, dotProduct, weighted,
      of_apply, rescaled]
    rw [mul_sub, Finset.mul_sum]
    have hi := hb i
    congr 1
    · refine Finset.sum_congr rfl fun j _ => ?_
      have hj := hb j
      field_simp
    · field_simp
  rw [← sub_eq_zero, energy_sub_eq J hb lam hS,
    Finset.sum_eq_zero_iff_of_nonneg fun a _ => hnn _]
  constructor
  · intro h i
    funext a
    have h0 := congrFun ((hz _).1 (h a (Finset.mem_univ a))) i
    rw [key, Pi.zero_apply] at h0
    have h1 := (mul_eq_zero.1 h0).resolve_left (hb i)
    simp only [Finset.sum_apply, Pi.smul_apply, smul_eq_mul]
    linarith
  · intro h a _
    refine (hz _).2 (funext fun i => ?_)
    have h1 := congrFun (h i) a
    simp only [Finset.sum_apply, Pi.smul_apply, smul_eq_mul] at h1
    rw [key, h1, sub_self, mul_zero, Pi.zero_apply]
```

`isLeast_of_localField` joins the two, with λ still the least eigenvalue of A: a unit configuration with these fields puts λ Σ_i b_i⁻² in the set of energies, and the bound puts it at or below every member.

```lean
/-- If some unit-spin configuration has local fields `∑ⱼ Jᵢⱼ Sⱼ = (lam / bᵢ²) Sᵢ`, then
`lam ∑ bᵢ⁻²` is the minimum energy over unit spins. -/
theorem isLeast_of_localField {J : Matrix n n ℝ} (hJ : J.IsSymm) {b : n → ℝ}
    (hb : ∀ i, b i ≠ 0) {lam : ℝ} (hlam : IsLeast (eigenvalueSet (weighted J b)) lam)
    {S : n → d → ℝ} (hS : IsUnitSpins S)
    (hfield : ∀ i, ∑ j, J i j • S j = (lam / b i ^ 2) • S i) :
    IsLeast (unitEnergies J d) (lam * ∑ i, (b i ^ 2)⁻¹) := by
  refine ⟨⟨S, hS, (weighted_bound_eq_iff hJ hb hlam hS).2 hfield⟩, ?_⟩
  rintro E ⟨T, hT, rfl⟩
  exact weighted_bound hJ hb hlam hT
```

Q: Any stationary configuration has its local field parallel to the spin. What is special here?

A: Stationarity gives Σ_j J_ij S_j = μ_i S_i with some Lagrange multipliers μ_i. The theorem asks for μ_i = λ/b_i² with λ the least eigenvalue of the matrix built from those same b_i. The statement could have been modelled on the multipliers directly: assume J − diag(μ) positive semidefinite and conclude E ≥ Σ_i μ_i. With B = diag(b) one has A − λ = B(J − λB⁻²)B, so the weighted form would be the case μ_i = λ/b_i². The multiplier form would need no eigenvalue set, but positivity would be a condition to verify for each choice of μ. It would also admit μ_i of mixed sign, or zero at some sites only, whereas the λ/b_i² are all positive, all negative or all zero. For couplings with zero diagonal, positivity forces μ_i ≤ 0, with μ_i = 0 only at a site coupled to no other, so the difference is then confined to such uncoupled sites.

Q: The name makes me think of lattices and ordering wave vectors.

A: There is no lattice or Fourier transform here, only the finite matrix inequality underneath. Nothing is said about choosing the best weights, or about whether tight weights exist for a given J. Anisotropic exchange, external fields, unequal spin lengths and quantum spins lie beyond `energy` and `IsUnitSpins` as written.

Q: Then show a case in which the bound bites.

A: The path has sites 0, 1, 2 and bonds 0–1, 1–2.

```lean
/-- Couplings of the open three-site path with `J = 1` on both bonds. -/
def pathJ : Matrix (Fin 3) (Fin 3) ℝ :=
  !![0, 1, 0; 1, 0, 1; 0, 1, 0]

/-- The weights `(√2, 1, √2)` on the three-site path. -/
def pathWeights : Fin 3 → ℝ :=
  ![√2, 1, √2]
```

Here A_01 = A_10 = A_12 = A_21 = √2 and the other entries vanish, so Av = μv reads

√2 v_1 = μ v_0

√2 v_0 + √2 v_2 = μ v_1

√2 v_1 = μ v_2

The vector (1, −√2, 1), normalised (1/2, −√2/2, 1/2), solves these with μ = −2. Multiplying the middle equation by μ and inserting the outer two gives 4v_1 = μ² v_1, so (μ² − 4)v_1 = 0. If μ < −2 then μ² > 4, so v_1 = 0, and since μ ≠ 0 the outer equations give v_0 = v_2 = 0, which no eigenvector allows. In Lean the three equations are `h0`, `h1`, `h2`, and the elimination is `h3`, one `linear_combination` using √2·√2 = 2.

```lean
/-- The least eigenvalue of the path couplings weighted by `(√2, 1, √2)` is `-2`. -/
theorem path_weighted_least : IsLeast (eigenvalueSet (weighted pathJ pathWeights)) (-2) := by
  have hs : √2 * √2 = (2 : ℝ) := Real.mul_self_sqrt (by norm_num)
  constructor
  · refine ⟨![1, -√2, 1], fun h => by simpa using congrFun h 0, ?_⟩
    ext i
    fin_cases i <;>
      simp [Matrix.mulVec, dotProduct, Fin.sum_univ_three, weighted, pathJ, pathWeights]
    linarith
  · rintro μ ⟨v, hne, hv⟩
    have h0 := congrFun hv 0
    have h1 := congrFun hv 1
    have h2 := congrFun hv 2
    simp only [Matrix.mulVec, dotProduct, Fin.sum_univ_three, weighted, of_apply, Pi.smul_apply,
      smul_eq_mul] at h0 h1 h2
    simp [pathJ, pathWeights] at h0 h1 h2
    by_contra hμ
    have hlt : μ < -2 := not_le.1 hμ
    -- eliminating the end sites leaves `(μ² - 4) v₁ = 0`
    have h3 : (μ ^ 2 - 4) * v 1 = 0 := by
      linear_combination (-μ) * h1 - √2 * h0 - √2 * h2 + 2 * v 1 * hs
    have hv1 : v 1 = 0 := (mul_eq_zero.1 h3).resolve_left (by nlinarith)
    have hμ0 : μ ≠ 0 := by linarith
    rw [hv1, mul_zero] at h0 h2
    have hv0 : v 0 = 0 := (mul_eq_zero.1 h0.symm).resolve_left hμ0
    have hv2 : v 2 = 0 := (mul_eq_zero.1 h2.symm).resolve_left hμ0
    apply hne
    ext i
    fin_cases i <;> simp [hv0, hv1, hv2]
```

The bound is −2(1/2 + 1 + 1/2) = −4. For any unit vector e, the configuration (e, −e, e) has E = 2(S_0·S_1 + S_1·S_2) = −4. Its rescaled vectors are x^a = (e_a/√2)(1, −√2, 1), multiples of the lowest eigenvector. The theorem states three things: the bound equals −4, this configuration reaches it, and it is the least element of `unitEnergies pathJ d`, for any `d` that has a unit vector e. The proof evaluates both numbers (`hsum`, `hE`) and applies `weighted_bound` to an arbitrary unit configuration, without going through the local fields.

```lean
/-- On the three-site path the bound with weights `(√2, 1, √2)` equals `-4`, is reached by
`(e, -e, e)` for any unit vector `e`, and is the minimum energy over unit spins. -/
theorem path_weighted_bound_tight (e : d → ℝ) (he : e ⬝ᵥ e = 1) :
    -2 * ∑ i, (pathWeights i ^ 2)⁻¹ = -4 ∧
      energy pathJ ![e, -e, e] = -2 * ∑ i, (pathWeights i ^ 2)⁻¹ ∧
      IsLeast (unitEnergies pathJ d) (-2 * ∑ i, (pathWeights i ^ 2)⁻¹) := by
  have hq : √2 ^ 2 = (2 : ℝ) := Real.sq_sqrt (by norm_num)
  have hsum : -2 * ∑ i, (pathWeights i ^ 2)⁻¹ = -4 := by
    simp [Fin.sum_univ_three, pathWeights, hq]
    norm_num
  have hE : energy pathJ ![e, -e, e] = -4 := by
    simp [energy, Fin.sum_univ_three, pathJ, he]
    norm_num
  have hU : IsUnitSpins ![e, -e, e] := by
    intro i
    fin_cases i <;> simp [he]
  have hJ : pathJ.IsSymm :=
    Matrix.IsSymm.ext fun i j => by fin_cases i <;> fin_cases j <;> simp [pathJ]
  have hb : ∀ i, pathWeights i ≠ 0 := by
    intro i
    fin_cases i <;> simp [pathWeights]
  refine ⟨hsum, hE.trans hsum.symm, ⟨_, hU, hE.trans hsum.symm⟩, ?_⟩
  rintro E ⟨T, hT, rfl⟩
  exact weighted_bound hJ hb path_weighted_least hT

end

end WeightedLuttingerTisza
```

Q: The path is unfrustrated. Each bond gives at least −1 twice over, so −4 is plain.

A: It is, and that makes the path a clean test of the bound. With equal weights b_i = 1 the least eigenvalue of J is −√2, with normalised eigenvector (1/2, −√2/2, 1/2), and the bound is −3√2, strictly below −4 and so out of reach. That comparison, like the two-site example and the multiplier form, is paper arithmetic and not among the checked theorems. The unequal amplitudes of that eigenvector do not fit spins of equal length; with the weights (√2, 1, √2) the spins are S_i^a = b_i x^a_i, and b_i times (1, −√2, 1) is √2(1, −1, 1), which has equal magnitude on all three sites.

```lean
#print axioms WeightedLuttingerTisza.weighted_bound
-- 'WeightedLuttingerTisza.weighted_bound' depends on axioms: [propext, Classical.choice, Quot.sound]
#print axioms WeightedLuttingerTisza.isLeast_of_localField
-- 'WeightedLuttingerTisza.isLeast_of_localField' depends on axioms: [propext, Classical.choice, Quot.sound]
#print axioms WeightedLuttingerTisza.path_weighted_bound_tight
-- 'WeightedLuttingerTisza.path_weighted_bound_tight' depends on axioms: [propext, Classical.choice, Quot.sound]
```
